# Fourier interpolation with N consecutive lattice indices keeps the mean square of the errors in mesh data, and the error it passes on to any wavevector is at most √N times their root mean square

Let \(N\ge 1\), let \(q_j=2\pi j/N\) for \(j=0,\dots,N-1\), and let \(E_j\) be complex square matrices, the errors at these wavevectors; \(\|A\|\) denotes the Frobenius norm, \(\|A\|^2=\sum_{x,y}|A_{xy}|^2\). For an integer \(a\) and matrices \(C_0,\dots,C_{N-1}\), the interpolant is \(D(q)=\sum_{r=0}^{N-1}e^{i(a+r)q}\,C_r\), and it is required to satisfy \(D(q_j)=E_j\) at every mesh point.

In Lean 4 with Mathlib:

```lean
import Mathlib

open Finset
open scoped ComplexConjugate Real

namespace InterpolatedPhononNoise

noncomputable section

variable {N : ℕ} {n : Type*}

/-- The plane wave `exp(i k q)` with integer lattice index `k`. -/
def phase (k : ℤ) (q : ℝ) : ℂ := Complex.exp ((k : ℂ) * (q : ℂ) * Complex.I)

/-- The mesh wavevector `q_j = 2πj/N`, for `j = 0, …, N - 1`. -/
def mesh (j : Fin N) : ℝ := 2 * π * ((j : ℕ) : ℝ) / (N : ℝ)

/-- The Fourier interpolant with coefficients `C r` on the integers `a, …, a + N - 1`. -/
def interp (a : ℤ) (C : Fin N → Matrix n n ℂ) (q : ℝ) : Matrix n n ℂ :=
  ∑ r : Fin N, phase (a + (r : ℕ)) q • C r

/-- Over a full period a plane wave integrates to `2π` if its index is zero, else to zero. -/
theorem integral_phase (k : ℤ) :
    ∫ q in (0 : ℝ)..(2 * π), phase k q = if k = 0 then ((2 * π : ℝ) : ℂ) else 0 := by
  split_ifs with h
  · subst h
    simp [phase]
  · have hc : (k : ℂ) * Complex.I ≠ 0 :=
      mul_ne_zero (by exact_mod_cast h) Complex.I_ne_zero
    have e : ∀ q : ℝ, phase k q = Complex.exp ((k : ℂ) * Complex.I * (q : ℂ)) := by
      intro q
      unfold phase
      congr 1
      ring
    have h1 : Complex.exp ((k : ℂ) * Complex.I * ((2 * π : ℝ) : ℂ)) = 1 :=
      Complex.exp_eq_one_iff.2 ⟨k, by push_cast; ring⟩
    simp_rw [e]
    rw [integral_exp_mul_complex hc, h1]
    simp

/-- For an index below `N` in magnitude, a plane wave sums over the mesh to `N` if the index
is zero, else to zero. -/
theorem sum_phase_mesh (k : ℤ) (hk : |k| < (N : ℤ)) :
    ∑ j : Fin N, phase k (mesh j) = if k = 0 then (N : ℂ) else 0 := by
  split_ifs with h
  · subst h
    simp [phase]
  · have hNpos : 0 < (N : ℤ) := (abs_nonneg k).trans_lt hk
    have hN : (N : ℂ) ≠ 0 := by exact_mod_cast hNpos.ne'
    have key : (N : ℂ) * ((k : ℂ) * ((2 * π / N : ℝ) : ℂ) * Complex.I)
        = (k : ℂ) * (2 * π * Complex.I) := by
      push_cast
      field_simp
    have hz : ∀ j : Fin N, phase k (mesh j) = phase k (2 * π / N) ^ (j : ℕ) := by
      intro j
      unfold phase mesh
      rw [← Complex.exp_nat_mul]
      congr 1
      push_cast
      ring
    have hzN : phase k (2 * π / N) ^ N = 1 := by
      unfold phase
      rw [← Complex.exp_nat_mul, key]
      exact Complex.exp_eq_one_iff.2 ⟨k, rfl⟩
    -- the ratio of the geometric series is not one, since `N` does not divide `k`
    have hz1 : phase k (2 * π / N) ≠ 1 := by
      intro h1
      obtain ⟨m, hm⟩ := Complex.exp_eq_one_iff.1 h1
      have h2 : (k : ℂ) = (m : ℂ) * (N : ℂ) := by
        apply mul_right_cancel₀ Complex.two_pi_I_ne_zero
        rw [← key, hm]
        ring
      have h3 : k = m * (N : ℤ) := by exact_mod_cast h2
      rw [abs_lt] at hk
      rcases lt_trichotomy m 0 with hm0 | hm0 | hm0
      · nlinarith [hk.1]
      · exact h (by rw [h3, hm0, zero_mul])
      · nlinarith [hk.2]
    simp_rw [hz]
    rw [Fin.sum_univ_eq_sum_range (fun j => phase k (2 * π / N) ^ j) N,
      geom_sum_eq hz1, hzN, sub_self, zero_div]

variable [Fintype n]

/-- The squared Frobenius norm: the sum of `|A_xy|²` over all matrix entries. -/
def frobSq (A : Matrix n n ℂ) : ℝ := ∑ p : n × n, ‖A p.1 p.2‖ ^ 2

/-- The Frobenius overlap of two matrices, conjugate-linear in the second. -/
def overlap (A B : Matrix n n ℂ) : ℂ := ∑ p : n × n, A p.1 p.2 * conj (B p.1 p.2)

/-- The mean squared Frobenius norm of the errors on a nonempty mesh. -/
def meshMeanSq [NeZero N] (E : Fin N → Matrix n n ℂ) : ℝ := (∑ j, frobSq (E j)) / N

/-- The overlap of a matrix with itself is its squared Frobenius norm. -/
theorem overlap_self (A : Matrix n n ℂ) : overlap A A = (frobSq A : ℂ) := by
  unfold overlap frobSq
  rw [Complex.ofReal_sum]
  exact sum_congr rfl fun p _ => by rw [Complex.mul_conj, Complex.normSq_eq_norm_sq]

/-- The squared norm of the interpolant is a sum over pairs of coefficients of their overlap
times the plane wave of the index difference. -/
theorem frobSq_interp (a : ℤ) (C : Fin N → Matrix n n ℂ) (q : ℝ) :
    (frobSq (interp a C q) : ℂ) = ∑ x : Fin N × Fin N,
      phase ((x.1 : ℕ) - (x.2 : ℕ)) q * overlap (C x.1) (C x.2) := by
  have hp : ∀ r s : Fin N, phase ((r : ℕ) - (s : ℕ)) q =
      phase (a + (r : ℕ)) q * conj (phase (a + (s : ℕ)) q) := by
    intro r s
    unfold phase
    rw [← Complex.exp_conj, ← Complex.exp_add]
    congr 1
    simp only [map_mul, Complex.conj_ofReal, Complex.conj_I, map_intCast]
    push_cast
    ring
  rw [← overlap_self]
  simp only [overlap, mul_sum]
  rw [sum_comm]
  refine sum_congr rfl fun p _ => ?_
  simp only [interp, Matrix.sum_apply, Matrix.smul_apply, smul_eq_mul, map_sum,
    sum_mul_sum, Fintype.sum_prod_type]
  refine sum_congr rfl fun r _ => sum_congr rfl fun s _ => ?_
  rw [hp, map_mul]
  ring

/-- Parseval's identity: the integral over the period and the mesh sum of the squared norm are
`2π` and `N` times the summed squared norms of the coefficients. -/
theorem parseval (a : ℤ) (C : Fin N → Matrix n n ℂ) :
    (∫ q in (0 : ℝ)..(2 * π), frobSq (interp a C q)) = 2 * π * ∑ r, frobSq (C r) ∧
    ∑ j : Fin N, frobSq (interp a C (mesh j)) = N * ∑ r, frobSq (C r) := by
  -- only the diagonal overlaps survive either average
  have diag : ∀ c : ℂ, ∑ x : Fin N × Fin N,
      (if ((x.1 : ℕ) - (x.2 : ℕ) : ℤ) = 0 then c else 0) * overlap (C x.1) (C x.2)
      = c * ∑ r, (frobSq (C r) : ℂ) := by
    intro c
    simp only [Fintype.sum_prod_type, mul_sum]
    refine sum_congr rfl fun r _ => ?_
    rw [sum_eq_single r]
    · rw [sub_self, if_pos rfl, overlap_self]
    · intro s _ hs
      rw [if_neg (fun h => hs (Fin.ext (by omega))), zero_mul]
    · simp
  constructor <;> apply Complex.ofReal_injective
  · rw [Complex.ofReal_mul, Complex.ofReal_sum, ← diag, ← intervalIntegral.integral_ofReal]
    simp_rw [frobSq_interp]
    rw [intervalIntegral.integral_finsetSum]
    · refine sum_congr rfl fun x _ => ?_
      rw [intervalIntegral.integral_mul_const, integral_phase]
    · intro x _
      apply Continuous.intervalIntegrable
      unfold phase
      fun_prop
  · rw [Complex.ofReal_mul, Complex.ofReal_sum, Complex.ofReal_sum, Complex.ofReal_natCast,
      ← diag]
    simp_rw [frobSq_interp]
    rw [sum_comm]
    refine sum_congr rfl fun x _ => ?_
    have hlt : |((x.1 : ℕ) - (x.2 : ℕ) : ℤ)| < (N : ℤ) := by
      have := x.1.isLt
      have := x.2.isLt
      rw [abs_lt]
      constructor <;> omega
    rw [← sum_mul, sum_phase_mesh _ hlt]

/-- Any matrix errors on the mesh are matched by an interpolant on the chosen `N` integers. -/
theorem exists_interp (a : ℤ) (E : Fin N → Matrix n n ℂ) :
    ∃ C : Fin N → Matrix n n ℂ, ∀ j, interp a C (mesh j) = E j := by
  let L : (Fin N → Matrix n n ℂ) →ₗ[ℂ] (Fin N → Matrix n n ℂ) :=
    { toFun := fun C j => interp a C (mesh j)
      map_add' := fun C D => by
        funext j
        simp only [interp, Pi.add_apply, smul_add, sum_add_distrib]
      map_smul' := fun c C => by
        funext j
        simp only [interp, Pi.smul_apply, smul_sum, RingHom.id_apply]
        exact sum_congr rfl fun r _ => smul_comm _ _ _ }
  -- by Parseval, vanishing mesh values force vanishing coefficients
  have hL : Function.Injective L := by
    refine (injective_iff_map_eq_zero L).2 fun C hC => ?_
    ext r x y
    have hN : (N : ℝ) ≠ 0 := by
      have := r.isLt
      exact_mod_cast (by omega : N ≠ 0)
    have hj : ∀ j, interp a C (mesh j) = 0 := fun j => congrFun hC j
    have z : frobSq (0 : Matrix n n ℂ) = 0 := by simp [frobSq]
    have h0 : ∀ A : Matrix n n ℂ, 0 ≤ frobSq A := fun A => sum_nonneg fun p _ => sq_nonneg _
    have h := (parseval a C).2
    simp only [hj, z, sum_const_zero] at h
    have h1 := (mul_eq_zero.1 h.symm).resolve_left hN
    have h2 : ∑ p : n × n, ‖C r p.1 p.2‖ ^ 2 = 0 :=
      (sum_eq_zero_iff_of_nonneg fun r _ => h0 (C r)).1 h1 r (mem_univ r)
    have h3 := (sum_eq_zero_iff_of_nonneg
      fun (p : n × n) _ => sq_nonneg ‖C r p.1 p.2‖).1 h2 (x, y) (mem_univ _)
    simpa using h3
  obtain ⟨C, hC⟩ := LinearMap.injective_iff_surjective.1 hL E
  exact ⟨C, fun j => congrFun hC j⟩

/-- At every wavevector the squared norm of the interpolant is at most `N` times the summed
squared norms of its coefficients. -/
theorem frobSq_interp_le (a : ℤ) (C : Fin N → Matrix n n ℂ) (q : ℝ) :
    frobSq (interp a C q) ≤ N * ∑ r, frobSq (C r) := by
  have hp : ∀ k : ℤ, ‖phase k q‖ = 1 := by
    intro k
    unfold phase
    rw [show (k : ℂ) * (q : ℂ) = (((k : ℝ) * q : ℝ) : ℂ) by simp]
    exact Complex.norm_exp_ofReal_mul_I _
  simp only [frobSq, interp, Matrix.sum_apply, Matrix.smul_apply, smul_eq_mul]
  rw [sum_comm, mul_sum]
  refine sum_le_sum fun p _ => ?_
  -- triangle inequality, then Cauchy-Schwarz over the `N` coefficients
  have h1 : ‖∑ r : Fin N, phase (a + (r : ℕ)) q * C r p.1 p.2‖ ≤ ∑ r, ‖C r p.1 p.2‖ :=
    (norm_sum_le _ _).trans_eq (sum_congr rfl fun r _ => by rw [norm_mul, hp, one_mul])
  have h2 := sq_sum_le_card_mul_sum_sq (s := (univ : Finset (Fin N)))
    (f := fun r => ‖C r p.1 p.2‖)
  rw [Finset.card_univ, Fintype.card_fin] at h2
  exact (pow_le_pow_left₀ (norm_nonneg _) h1 2).trans h2

/-- If an interpolant on `N` consecutive integers matches the errors `E j` on the mesh, its
mean squared norm over the period equals that of the mesh errors, and its norm at any
wavevector is at most `√N` times their root mean square. -/
theorem interpolated_noise [NeZero N] (a : ℤ) (E C : Fin N → Matrix n n ℂ)
    (h : ∀ j, interp a C (mesh j) = E j) :
    (1 / (2 * π) * ∫ q in (0 : ℝ)..(2 * π), frobSq (interp a C q)) = meshMeanSq E ∧
    ∀ q : ℝ, Real.sqrt (frobSq (interp a C q)) ≤
      Real.sqrt N * Real.sqrt (meshMeanSq E) := by
  have hN : (N : ℝ) ≠ 0 := Nat.cast_ne_zero.2 (NeZero.ne N)
  have hm : meshMeanSq E = ∑ r, frobSq (C r) := by
    unfold meshMeanSq
    simp_rw [← h]
    rw [(parseval a C).2, mul_div_cancel_left₀ _ hN]
  rw [hm]
  constructor
  · rw [(parseval a C).1, ← mul_assoc, one_div_mul_cancel Real.two_pi_pos.ne', one_mul]
  · intro q
    rw [← Real.sqrt_mul (Nat.cast_nonneg N)]
    exact Real.sqrt_le_sqrt (frobSq_interp_le a C q)

/-- When all `N` coefficients equal one matrix `M`, the norm of the interpolant at `q = 0` equals
`√N` times the root mean square of its mesh values. -/
theorem noise_bound_sharp [NeZero N] (a : ℤ) (M : Matrix n n ℂ) :
    Real.sqrt (frobSq (interp a (fun _ : Fin N => M) 0)) = Real.sqrt N *
      Real.sqrt (meshMeanSq fun j : Fin N => interp a (fun _ : Fin N => M) (mesh j)) := by
  have hN : (N : ℝ) ≠ 0 := Nat.cast_ne_zero.2 (NeZero.ne N)
  have h0 : interp a (fun _ : Fin N => M) 0 = (N : ℂ) • M := by
    ext x y
    simp [interp, phase]
  have h1 : frobSq ((N : ℂ) • M) = (N : ℝ) ^ 2 * frobSq M := by
    simp [frobSq, mul_pow, mul_sum]
  simp only [meshMeanSq]
  rw [(parseval a _).2, mul_div_cancel_left₀ _ hN, h0, h1, sum_const, Finset.card_univ,
    Fintype.card_fin, nsmul_eq_mul, ← Real.sqrt_mul (Nat.cast_nonneg N)]
  congr 1
  ring

end

end InterpolatedPhononNoise
```

```lean
#print axioms InterpolatedPhononNoise.exists_interp
#print axioms InterpolatedPhononNoise.interpolated_noise
#print axioms InterpolatedPhononNoise.noise_bound_sharp
```

```
'InterpolatedPhononNoise.exists_interp' depends on axioms: [propext, Classical.choice, Quot.sound]
'InterpolatedPhononNoise.interpolated_noise' depends on axioms: [propext, Classical.choice, Quot.sound]
'InterpolatedPhononNoise.noise_bound_sharp' depends on axioms: [propext, Classical.choice, Quot.sound]
```

## Equal averages and a bound at every wavevector

The main theorem, `interpolated_noise`, takes any integer \(a\), any errors \(E_j\) and any coefficients \(C_r\) that reproduce them on the mesh. It concludes that

\[
\frac{1}{2\pi}\int_0^{2\pi}\|D(q)\|^2\,dq=\frac1N\sum_{j=0}^{N-1}\|E_j\|^2,
\qquad
\|D(q)\|\le\sqrt N\,\Big(\frac1N\sum_{j=0}^{N-1}\|E_j\|^2\Big)^{1/2}
\]

where the inequality holds for every real \(q\).

In the code, `phase k q` is \(e^{ikq}\), `mesh j` is \(q_j\), and `interp a C q` is \(D(q)\). The function `frobSq` gives the squared Frobenius norm, so the norm itself appears as `Real.sqrt (frobSq ...)`. The right-hand side of the equality is `meshMeanSq E`, and `NeZero N` says that the mesh is not empty. The index type `n` labels the rows and columns of the matrices.

The matching condition is the hypothesis `h`. The theorem `exists_interp` shows that it can be met for every choice of errors and every \(a\).

## From dynamical matrices to force constants

In density functional perturbation theory, dynamical matrices are computed on a coarse mesh of wavevectors, transformed to real-space force constants, and transformed back at other wavevectors. These operations are linear, so errors in the computed matrices are interpolated by the same rule as the matrices themselves. Here \(E_j\) is the error at \(q_j\), \(C_r\) is, up to mass factors, the resulting error in the force constants at lattice index \(a+r\), and \(D(q)\) is the error delivered at \(q\). The wavevector is measured in units of the inverse lattice constant, and \([0,2\pi]\) is one period of the reciprocal lattice.

This is a one-dimensional model with a single window of \(N\) consecutive lattice indices for all matrix entries; phonon codes commonly select the indices for each pair of atoms by the shortest distance. In the model, interpolation neither averages the noise away nor increases it in the mean-square sense. For \(N>1\), the error at a single wavevector can exceed the mesh root mean square, by at most the factor \(\sqrt N\).

The errors are fixed matrices, with no assumption about their distribution, independence or Hermiticity. The result concerns only propagated errors: force constants that reach beyond the window cause a separate interpolation error. It also concerns matrices and not phonon frequencies, which depend on the eigenvalues through a square root.

## Orthogonal plane waves leave only the diagonal terms

Two orthogonality relations are needed. Over the period, a nonzero integer \(k\) gives

\[
\int_0^{2\pi}e^{ikq}\,dq=\frac{e^{2\pi ik}-1}{ik}=0,
\]

while \(k=0\) gives \(2\pi\). This is `integral_phase`.

On the mesh, put \(z=e^{2\pi ik/N}\), so that \(e^{ikq_j}=z^j\). If \(0<|k|<N\), then \(N\) does not divide \(k\), hence \(z\ne1\), and

\[
\sum_{j=0}^{N-1}e^{ikq_j}=\frac{z^N-1}{z-1}=0,
\]

because \(z^N=e^{2\pi ik}=1\). For \(k=0\) the sum is \(N\). This is `sum_phase_mesh`, where `hz` writes the terms as powers, `hzN` gives \(z^N=1\), and `hz1` excludes \(z=1\). A nonzero multiple of \(N\) would give the sum \(N\) instead of zero, which is aliasing; differences within a window of \(N\) consecutive integers are too small for that.

Next, write \(\langle A,B\rangle=\sum_{x,y}A_{xy}\overline{B_{xy}}\), which is `overlap A B`. Multiplying out the square entry by entry gives

\[
\|D(q)\|^2=\sum_{r,s=0}^{N-1}e^{i(r-s)q}\,\langle C_r,C_s\rangle .
\]

The offset \(a\) cancels between the two phases. This is `frobSq_interp`, and its local step `hp` is the cancellation.

Since \(|r-s|<N\), both orthogonality relations apply with \(k=r-s\), and only the terms with \(r=s\) survive:

\[
\frac1{2\pi}\int_0^{2\pi}\|D(q)\|^2\,dq=\sum_{r=0}^{N-1}\|C_r\|^2=\frac1N\sum_{j=0}^{N-1}\|D(q_j)\|^2 .
\]

The theorem `parseval` states this with the factors \(2\pi\) and \(N\) on the other side. Its step `diag` selects the diagonal terms, and `Complex.ofReal_injective` allows the two real identities to be proved as complex ones. Inserting \(D(q_j)=E_j\) gives the equality of averages.

## Coefficients for arbitrary mesh errors

By hand, the coefficients come from the inverse discrete Fourier transform,

\[
C_r=\frac1N\sum_{l=0}^{N-1}e^{-i(a+r)q_l}E_l .
\]

Substituting them into \(D(q_j)\) leaves a geometric sum over \(r\) that equals \(N\) for \(l=j\) and zero otherwise, so \(D(q_j)=E_j\).

The proof of `exists_interp` reaches existence without this formula. The map `L` from coefficients to mesh values is linear. If all mesh values vanish, the mesh half of `parseval` gives \(\sum_r\|C_r\|^2=0\), so every \(C_r\) is zero and `L` is injective. An injective linear map from a finite-dimensional space to itself is surjective.

## The worst wavevector

Every phase has modulus one. For a single matrix entry, the triangle inequality followed by Cauchy–Schwarz gives

\[
\Big|\sum_{r=0}^{N-1}e^{i(a+r)q}(C_r)_{xy}\Big|^2
\le\Big(\sum_{r=0}^{N-1}|(C_r)_{xy}|\Big)^2
\le N\sum_{r=0}^{N-1}|(C_r)_{xy}|^2 .
\]

Summing over the entries yields \(\|D(q)\|^2\le N\sum_r\|C_r\|^2\), which is `frobSq_interp_le`; the two inequalities are its steps `h1` and `h2`. In `interpolated_noise`, the step `hm` identifies \(\sum_r\|C_r\|^2\) with the mesh mean, and taking square roots gives the bound.

The theorem `noise_bound_sharp` shows that the factor is attained. Let all \(N\) coefficients equal one matrix \(M\). Then \(D(0)=NM\), so \(\|D(0)\|=N\|M\|\), while the mesh root mean square is \(\sqrt N\,\|M\|\). The ratio is \(\sqrt N\) whenever \(M\ne0\).

By the geometric sum, these coefficients describe an error \(NM\) at \(q=0\) and none at the other mesh points. In this example the bound is attained at a mesh point: a single nonzero error among \(N\) calculations is \(\sqrt N\) times the root mean square. The coefficients \(C_r=e^{-i(a+r)q'}M\) attain it at any other chosen wavevector \(q'\), on the mesh or not, but they are complex in general. If the errors in the force constants are real and not all zero, then for \(N>1\) the bound can be attained only where \(q\) is a multiple of \(\pi\).

## A single mesh point, and a symmetric window for even meshes

For \(N=1\) the only mesh point is \(q=0\), and \(D(q)=e^{iaq}E_0\). The norm is the same at every wavevector, and the bound holds with equality throughout.

For even \(N\), no window of \(N\) consecutive integers is symmetric about zero, so Hermitian mesh errors can have a non-Hermitian interpolant between mesh points. A common remedy starts from the window with \(a=1-N/2\) and shares the coefficient \(B\) at its last index, \(N/2\), equally between the indices \(\pm N/2\), which replaces its plane wave by \(\cos(Nq/2)\). The mesh values stay the same, but the average of \(\cos^2(Nq/2)\) over the period is \(1/2\), so a short calculation, separate from the theorems above, gives a period average equal to the mesh mean minus \(\tfrac12\|B\|^2\). The equality would become an upper bound, and the pointwise bound would keep its form because \(|\cos(Nq/2)|\le1\).
